# Two spinons with energy $(\pi J/2)\sin p$ fill the band from $(\pi J/2)|\sin q|$ to $\pi J|\sin(q/2)|$

Let two spinons have momenta $a,b\in[0,\pi]$ and energies $(\pi J/2)\sin a$ and $(\pi J/2)\sin b$, with $J\ge 0$. At total momentum $q$, taken modulo $2\pi$, the possible pair energies are exactly the closed interval

$$\Big[\tfrac{\pi J}{2}|\sin q|,\ \ \pi J\,|\sin(q/2)|\Big].$$

Both edges are attained, and there are no gaps between them. The underlying inequality is

$$|\sin(a+b)|\ \le\ \sin a+\sin b\ \le\ 2\,\Big|\sin\frac{a+b}{2}\Big| .$$

For $J>0$ the sine dispersion is that of the spin-1/2 antiferromagnetic Heisenberg chain with Hamiltonian $J\sum_i \mathbf S_i\cdot\mathbf S_{i+1}$, in the limit of infinite length. Momenta are in units of the inverse lattice spacing, and $q$ is measured relative to the ground state.

## Energy windows at fixed momentum

A code that integrates the two-spinon part of the zero-temperature dynamical structure factor over energy can use the two edges as integration limits at each $q$. A code that computes the spectrum by another method can draw them over its output as a reference. Both uses concern the infinite chain: the discrete levels of a finite chain carry finite-size corrections, so a level slightly outside the band need not indicate a bug. Nor need a level far above the upper edge, since states with four or more spinons can lie there.

## From two sines to a filled interval

**Lower edge.** Both sines are non-negative on $[0,\pi]$. The addition theorem and $|\cos|\le 1$ give

$$|\sin(a+b)|=|\sin a\cos b+\cos a\sin b|\le \sin a\,|\cos b|+\sin b\,|\cos a|\le\sin a+\sin b .$$

If both sines are positive, both cosines lie strictly between $-1$ and $1$, and the last inequality is strict. If $\sin a=0$, then $\cos a=\pm1$ and $|\sin(a+b)|=\sin b$, which is equality; the case $\sin b=0$ is the same. So the lower bound is attained exactly when one spinon has zero sine, and hence zero energy.

**Upper edge.** Put $m=(a+b)/2$ and $d=(a-b)/2$, so that $a=m+d$ and $b=m-d$. Adding the expansions of $\sin(m+d)$ and $\sin(m-d)$ gives

$$\sin a+\sin b=2\sin m\cos d .$$

Since $m\in[0,\pi]$, $\sin m\ge0$, and $\cos d\le1$ gives the bound. For $a=b$ there is equality, because $d=0$. If $a\ne b$, then $m$ lies strictly inside $(0,\pi)$ and $\sin m>0$, so equality would need $\cos d=1$. With $|d|\le\pi/2$ this forces $d=0$, a contradiction. The upper bound is therefore attained exactly at $a=b$.

**Everything between.** Take $q\in[0,2\pi]$ and keep $b=q-a$. Start at $a=c$, where $c=0$ if $q\le\pi$ and $c=q-\pi$ if $q\ge\pi$. The starting pair is $(0,q)$ or $(q-\pi,\pi)$, and it lies on the lower edge. Increase $a$ to $q/2$, where the momenta are equal and the pair lies on the upper edge. Both momenta stay in $[0,\pi]$ along the way. The energy is continuous in $a$, so by the intermediate value theorem it takes every value between the edges.

**All real $q$.** Shifting $q$ by $2\pi n$, with $n$ an integer, leaves $\sin q$ unchanged and shifts $q/2$ by $n\pi$, which changes at most the sign of $\sin(q/2)$. Both edges are thus $2\pi$-periodic, and any $q$ can be moved into $[0,2\pi]$.

At $q=\pi$ the band is $[0,\pi J]$. At $q=0$ it shrinks to the single energy $0$.

## The band at $q=\pi/3$ in numbers

Take $J=1$ and $q=\pi/3$. The edges are $(\pi/2)(\sqrt3/2)\approx1.3603$ and $\pi/2\approx1.5708$. Three pairs with $a+b=\pi/3$ are:

| $(a,b)$ | $\sin a+\sin b$ | pair energy |
|---|---|---|
| $(0,\ \pi/3)$ | $0.8660$ | $1.3603$ |
| $(\pi/12,\ \pi/4)$ | $0.9659$ | $1.5173$ |
| $(\pi/6,\ \pi/6)$ | $1$ | $1.5708$ |

For $q=-\pi/3$ the edges are the same, but no pair satisfies $a+b=q$ literally. The pairs have $a+b=5\pi/3$, for instance $(2\pi/3,\pi)$ on the lower edge. A search over pairs must therefore compare momenta modulo $2\pi$.

## The Lean file

```lean
import Mathlib

open Real Set

namespace TwoSpinonContinuum

noncomputable section

/-- The sine dispersion `(π J / 2) sin p`, used as the energy of one spinon for `p` in `[0, π]` and
`J ≥ 0`. -/
def spinonEnergy (J p : ℝ) : ℝ := π * J / 2 * sin p

/-- Energy of a pair of spinons with momenta `a` and `b`. -/
def pairEnergy (J a b : ℝ) : ℝ := spinonEnergy J a + spinonEnergy J b

/-- The lower edge curve, as a function of the total momentum `q`. -/
def lowerEdge (J q : ℝ) : ℝ := π * J / 2 * |sin q|

/-- The upper edge curve, as a function of the total momentum `q`. -/
def upperEdge (J q : ℝ) : ℝ := π * J * |sin (q / 2)|

/-- All energies of two spinons, each with momentum in `[0, π]`, whose total momentum
is `q` modulo `2π`. -/
def twoSpinonEnergies (J q : ℝ) : Set ℝ :=
  {E | ∃ a ∈ Icc 0 π, ∃ b ∈ Icc 0 π,
    (∃ n : ℤ, a + b = q + n * (2 * π)) ∧ pairEnergy J a b = E}

/-- For spinon momenta in `[0, π]`, the sum of the sines lies between `|sin (a + b)|`
and `2 |sin ((a + b) / 2)|`. -/
theorem sine_sum_bounds {a b : ℝ} (ha : a ∈ Icc 0 π) (hb : b ∈ Icc 0 π) :
    |sin (a + b)| ≤ sin a + sin b ∧ sin a + sin b ≤ 2 * |sin ((a + b) / 2)| := by
  have sa := sin_nonneg_of_mem_Icc ha
  have sb := sin_nonneg_of_mem_Icc hb
  constructor
  · -- the addition theorem, with both cosines between -1 and 1
    have h1 := mul_nonneg sa (sub_nonneg.2 (cos_le_one b))
    have h2 := mul_nonneg sb (sub_nonneg.2 (cos_le_one a))
    have h3 := mul_nonneg sa (by linarith [neg_one_le_cos b] : 0 ≤ 1 + cos b)
    have h4 := mul_nonneg sb (by linarith [neg_one_le_cos a] : 0 ≤ 1 + cos a)
    rw [sin_add, abs_le]
    constructor <;> nlinarith
  · -- the sum of sines as a product
    have h1 : sin a = sin ((a + b) / 2) * cos ((a - b) / 2)
        + cos ((a + b) / 2) * sin ((a - b) / 2) := by
      rw [← sin_add]; congr 1; ring
    have h2 : sin b = sin ((a + b) / 2) * cos ((a - b) / 2)
        - cos ((a + b) / 2) * sin ((a - b) / 2) := by
      rw [← sin_sub]; congr 1; ring
    have hs : 0 ≤ sin ((a + b) / 2) :=
      sin_nonneg_of_mem_Icc ⟨by linarith [ha.1, hb.1], by linarith [ha.2, hb.2]⟩
    rw [abs_of_nonneg hs]
    nlinarith [mul_nonneg hs (sub_nonneg.2 (cos_le_one ((a - b) / 2)))]

/-- The lower bound is attained exactly when the sine of one of the two spinon momenta
vanishes. -/
theorem lower_bound_attained_iff {a b : ℝ} (ha : a ∈ Icc 0 π) (hb : b ∈ Icc 0 π) :
    sin a + sin b = |sin (a + b)| ↔ sin a = 0 ∨ sin b = 0 := by
  have sa := sin_nonneg_of_mem_Icc ha
  have sb := sin_nonneg_of_mem_Icc hb
  constructor
  · intro h
    by_contra hne
    rw [not_or] at hne
    have pa : 0 < sin a := lt_of_le_of_ne sa (Ne.symm hne.1)
    have pb : 0 < sin b := lt_of_le_of_ne sb (Ne.symm hne.2)
    -- a positive sine keeps the cosine strictly inside (-1, 1)
    have key : ∀ x : ℝ, 0 < sin x → 0 < 1 + cos x ∧ 0 < 1 - cos x := by
      intro x hx
      have h1 := sin_sq_add_cos_sq x
      have h2 := pow_pos hx 2
      constructor <;> nlinarith [sq_nonneg (cos x - 1), sq_nonneg (cos x + 1)]
    have h1 := mul_pos pa (key b pb).1
    have h2 := mul_pos pa (key b pb).2
    have h3 := mul_pos pb (key a pa).1
    have h4 := mul_pos pb (key a pa).2
    have hlt : |sin (a + b)| < sin a + sin b := by
      rw [sin_add, abs_lt]
      constructor <;> nlinarith
    linarith
  · rintro (h | h)
    · rcases sin_eq_zero_iff_cos_eq.1 h with h' | h' <;>
        rw [sin_add, h, h'] <;> simp [abs_of_nonneg sb]
    · rcases sin_eq_zero_iff_cos_eq.1 h with h' | h' <;>
        rw [sin_add, h, h'] <;> simp [abs_of_nonneg sa]

/-- The upper bound is attained exactly when the two spinons have equal momenta. -/
theorem upper_bound_attained_iff {a b : ℝ} (ha : a ∈ Icc 0 π) (hb : b ∈ Icc 0 π) :
    sin a + sin b = 2 * |sin ((a + b) / 2)| ↔ a = b := by
  constructor
  · intro h
    by_contra hne
    have hs : 0 < sin ((a + b) / 2) := by
      apply sin_pos_of_pos_of_lt_pi
      · rcases lt_or_gt_of_ne hne with h' | h' <;> linarith [ha.1, hb.1]
      · rcases lt_or_gt_of_ne hne with h' | h' <;> linarith [ha.2, hb.2]
    have h1 : sin a = sin ((a + b) / 2) * cos ((a - b) / 2)
        + cos ((a + b) / 2) * sin ((a - b) / 2) := by
      rw [← sin_add]; congr 1; ring
    have h2 : sin b = sin ((a + b) / 2) * cos ((a - b) / 2)
        - cos ((a + b) / 2) * sin ((a - b) / 2) := by
      rw [← sin_sub]; congr 1; ring
    rw [abs_of_pos hs] at h
    -- equality forces the cosine of half the momentum difference to be one
    have hc : cos ((a - b) / 2) = 1 := by
      apply mul_left_cancel₀ hs.ne'
      linarith
    have h0 := (cos_eq_one_iff_of_lt_of_lt
      (by linarith [ha.1, hb.2, pi_pos]) (by linarith [ha.2, hb.1, pi_pos])).1 hc
    exact hne (by linarith)
  · rintro rfl
    have e : (a + a) / 2 = a := by ring
    rw [e, abs_of_nonneg (sin_nonneg_of_mem_Icc ha)]
    ring

/-- Both edge curves are unchanged when the total momentum is shifted by a multiple
of `2π`. -/
theorem edges_periodic (J q : ℝ) (n : ℤ) :
    lowerEdge J (q + n * (2 * π)) = lowerEdge J q ∧
      upperEdge J (q + n * (2 * π)) = upperEdge J q := by
  constructor
  · unfold lowerEdge
    rw [sin_add_int_mul_two_pi]
  · have e : (q + n * (2 * π)) / 2 = q / 2 + n * π := by ring
    unfold upperEdge
    rw [e, sin_add_int_mul_pi, abs_mul, abs_zpow, abs_neg, abs_one, one_zpow, one_mul]

/-- For `q` in `[0, 2π]`, every energy between the two edge curves belongs to a spinon pair
with `a + b = q`. -/
theorem exists_pair_of_mem_edges {J q E : ℝ} (hq : q ∈ Icc 0 (2 * π))
    (hE : E ∈ Icc (lowerEdge J q) (upperEdge J q)) :
    ∃ a ∈ Icc 0 π, ∃ b ∈ Icc 0 π, a + b = q ∧ pairEnergy J a b = E := by
  have hq1 := hq.1
  have hq2 := hq.2
  -- starting point: a pair in which one spinon has zero energy
  obtain ⟨c, h0, h1, h2, hs⟩ : ∃ c : ℝ, 0 ≤ c ∧ c ≤ q / 2 ∧ q - c ≤ π ∧
      (sin c = 0 ∨ sin (q - c) = 0) := by
    rcases le_total q π with h | h
    · exact ⟨0, le_rfl, by linarith, by linarith, Or.inl sin_zero⟩
    · exact ⟨q - π, by linarith, by linarith, by linarith,
        Or.inr (by rw [sub_sub_cancel, sin_pi])⟩
  have hlow : pairEnergy J c (q - c) = lowerEdge J q := by
    have h := (lower_bound_attained_iff (a := c) (b := q - c)
      ⟨h0, by linarith⟩ ⟨by linarith, h2⟩).2 hs
    have e : c + (q - c) = q := by ring
    rw [e] at h
    unfold pairEnergy spinonEnergy lowerEdge
    linear_combination (π * J / 2) * h
  -- end point: equal momenta
  have hup : pairEnergy J (q / 2) (q - q / 2) = upperEdge J q := by
    have h := (upper_bound_attained_iff (a := q / 2) (b := q - q / 2)
      ⟨by linarith, by linarith⟩ ⟨by linarith, by linarith⟩).2 (by ring)
    have e : (q / 2 + (q - q / 2)) / 2 = q / 2 := by ring
    rw [e] at h
    unfold pairEnergy spinonEnergy upperEdge
    linear_combination (π * J / 2) * h
  have hcont : Continuous fun a => pairEnergy J a (q - a) := by
    unfold pairEnergy spinonEnergy
    fun_prop
  have hmem : E ∈ Icc (pairEnergy J c (q - c)) (pairEnergy J (q / 2) (q - q / 2)) := by
    rw [hlow, hup]; exact hE
  obtain ⟨a, ha, hEa⟩ := intermediate_value_Icc h1 hcont.continuousOn hmem
  exact ⟨a, ⟨by linarith [ha.1], by linarith [ha.2]⟩, q - a,
    ⟨by linarith [ha.2], by linarith [ha.1]⟩, by ring, hEa⟩

/-- At every total momentum `q`, the two-spinon energies fill exactly the closed interval
between the lower and the upper edge curve. -/
theorem two_spinon_continuum {J : ℝ} (hJ : 0 ≤ J) (q : ℝ) :
    twoSpinonEnergies J q = Icc (lowerEdge J q) (upperEdge J q) := by
  ext E
  constructor
  · rintro ⟨a, ha, b, hb, ⟨n, hn⟩, rfl⟩
    have hJ' : 0 ≤ π * J / 2 := by positivity
    obtain ⟨hl, hu⟩ := sine_sum_bounds ha hb
    have h1 := mul_le_mul_of_nonneg_left hl hJ'
    have h2 := mul_le_mul_of_nonneg_left hu hJ'
    rw [← (edges_periodic J q n).1, ← (edges_periodic J q n).2, ← hn]
    unfold pairEnergy spinonEnergy lowerEdge upperEdge
    constructor <;> linarith
  · intro hE
    -- bring the total momentum into [0, 2π]
    have hp : 0 < 2 * π := by positivity
    have h1 := (le_div_iff₀ hp).1 (Int.floor_le (q / (2 * π)))
    have h2 := (div_lt_iff₀ hp).1 (Int.lt_floor_add_one (q / (2 * π)))
    have hq : q + ((-⌊q / (2 * π)⌋ : ℤ) : ℝ) * (2 * π) ∈ Icc 0 (2 * π) := by
      push_cast
      constructor <;> linarith
    rw [← (edges_periodic J q (-⌊q / (2 * π)⌋)).1,
      ← (edges_periodic J q (-⌊q / (2 * π)⌋)).2] at hE
    obtain ⟨a, ha, b, hb, hab, h⟩ := exists_pair_of_mem_edges hq hE
    exact ⟨a, ha, b, hb, ⟨_, hab⟩, h⟩

/-- At total momentum `π` the two-spinon energies fill the interval from `0` to `π J`. -/
theorem continuum_at_pi {J : ℝ} (hJ : 0 ≤ J) :
    twoSpinonEnergies J π = Icc 0 (π * J) := by
  rw [two_spinon_continuum hJ]
  unfold lowerEdge upperEdge
  rw [sin_pi, sin_pi_div_two, abs_zero, abs_one, mul_zero, mul_one]

end

end TwoSpinonContinuum
```

```lean
#print axioms TwoSpinonContinuum.two_spinon_continuum
-- 'TwoSpinonContinuum.two_spinon_continuum' depends on axioms: [propext, Classical.choice, Quot.sound]
#print axioms TwoSpinonContinuum.continuum_at_pi
-- 'TwoSpinonContinuum.continuum_at_pi' depends on axioms: [propext, Classical.choice, Quot.sound]
```

## Exact edges for an assumed dispersion

The main theorem, `two_spinon_continuum`, says that for every real $J\ge0$ and every real $q$, the set `twoSpinonEnergies J q` equals `Icc (lowerEdge J q) (upperEdge J q)`, where `Icc` is the closed interval. A real number $E$ belongs to the set if there are $a$ and $b$ in `Icc 0 π` and an integer $n$ with $a+b=q+2\pi n$ and `pairEnergy J a b = E`. The integer is there because lattice momentum is defined only modulo $2\pi$. The equality has two halves: no pair lies outside the band, and every energy in the band belongs to some pair.

The physics enters through two definitions. `spinonEnergy` postulates the dispersion, which is not derived from the spin Hamiltonian. `pairEnergy` adds the two energies, which stands for an infinite chain, where the interaction between two spinons no longer shifts their total energy. The hypothesis `hJ` covers the antiferromagnet and the trivial case $J=0$, where the only energy is zero.

The set records which energies occur, not how often or how strongly. It contains no density of states, matrix elements or spectral weight, and states with four or more spinons are absent. The theorem concerns exact real numbers, so a floating-point test against an edge needs a tolerance, notably at $q=\pi$, where a computed $\sin q$ is usually tiny but nonzero.

The proof follows the derivation above.

- `sine_sum_bounds` proves the two inequalities. For the lower one, it forms non-negative products such as $\sin a\,(1-\cos b)$ and $\sin a\,(1+\cos b)$, and `nlinarith` combines them into the two sides of the absolute-value bound. For the upper one, it writes $a$ and $b$ as $m\pm d$ and uses $\sin m\,(1-\cos d)\ge0$.
- `lower_bound_attained_iff` and `upper_bound_attained_iff` settle the cases of equality. In the first, the auxiliary statement `key` says that a positive sine keeps the cosine strictly between $-1$ and $1$. In the second, cancelling the positive factor $\sin m$ leaves $\cos d=1$.
- `edges_periodic` proves that both edges are unchanged when $q$ is shifted by $2\pi n$.
- `exists_pair_of_mem_edges` fills the band for $q\in[0,2\pi]$. It chooses the starting momentum `c` according to whether $q$ is below or above $\pi$. The equality lemmas give the energies at both ends of the path as `hlow` and `hup`, and `intermediate_value_Icc` supplies the momentum $a$ for the requested energy.
- `two_spinon_continuum` proves the two inclusions. The first multiplies the sine bounds by $\pi J/2$, which is where $J\ge0$ is needed. The second uses the floor of $q/(2\pi)$, the largest integer not above it, to bring $q$ into $[0,2\pi]$ and then applies the previous lemma.
- `continuum_at_pi` evaluates the edges at $q=\pi$.
